# Two unstable tilts with weak renormalised coupling condense together and fix the polarization in a trilinear Landau model

Two unstable octahedral tilts $x$ and $y$, coupled to a stable polarization $P$ by a term $g\,xyP$, can both condense and drag a polarization along with them. The energy I have in mind is

$$
E(x,y,P)=-\frac a2(x^2+y^2)+\frac b4(x^4+y^4)+\frac c2x^2y^2+\frac k2P^2+g\,xyP ,
$$

with $a,b,k>0$ and $c,g$ real. With $r=c-g^2/k$ and $-b<r<b$, I expect every global minimiser to satisfy $x^2=y^2=a/(b+r)$ and $P=-gxy/k$. Can this be made rigorous, for global minima and not just stationary points, and checked in Lean? I would also like to know what happens when $r$ leaves that window.

## Three squares that vanish together

Yes: for $a,k>0$ and $-b<r<b$, the global minimisers are exactly the states with

$$
x^2=y^2=\frac{a}{b+r},\qquad P=-\frac{gxy}{k}.
$$

The induced polarization is nonzero precisely when $g\neq0$. The proof writes the energy as a constant plus three non-negative squares, so it needs no derivatives and no separate argument that a minimum exists.

**Eliminating the polarization.** Completing the square in $P$ gives

$$
\frac k2P^2+g\,xyP=\frac k2\Big(P+\frac{gxy}{k}\Big)^2-\frac{g^2}{2k}x^2y^2 .
$$

The last term combines with $\frac c2x^2y^2$ to give $\frac r2x^2y^2$. A polarization that follows the tilts therefore lowers their mutual coupling from $c$ to $r$.

**Diagonalising the quartic.** Let $S=x^2+y^2$ and $D=x^2-y^2$. Then $x^4+y^4=(S^2+D^2)/2$ and $x^2y^2=(S^2-D^2)/4$, so the tilt part of the energy becomes

$$
-\frac a2S+\frac{b+r}{8}S^2+\frac{b-r}{8}D^2 .
$$

Completing the square in $S$ yields

$$
E=-\frac{a^2}{2(b+r)}+\frac k2\Big(P+\frac{gxy}{k}\Big)^2+\frac{b+r}{8}\Big(S-\frac{2a}{b+r}\Big)^2+\frac{b-r}{8}D^2 .
$$

**Reading off the minimum.** All three weights are positive, so $E\ge-a^2/(2(b+r))$. Taking $x=y=\sqrt{a/(b+r)}$ and $P=-gxy/k$ makes every square vanish, so the bound is attained. Any minimiser must then also have three vanishing squares: $D=0$ and $S=2a/(b+r)$ give the two tilt amplitudes, and the first square gives $P$. Conversely, a state satisfying these equations has the lowest possible energy.

Since $x^2y^2=a^2/(b+r)^2$ in a ground state, the polarization has magnitude

$$
|P|=\frac{|g|}{k}\,\frac{a}{b+r}.
$$

Its sign is set by the sign of $gxy$. Reversing one tilt and $P$ together leaves $E$ unchanged, and so maps ground states to ground states.

**Above the window, $r>b>0$.** The weight of $D^2$ is now negative, and a different decomposition is needed:

$$
E=-\frac{a^2}{4b}+\frac k2\Big(P+\frac{gxy}{k}\Big)^2+\frac b4\Big(S-\frac ab\Big)^2+\frac{r-b}{2}(xy)^2 .
$$

To see this, use $x^4+y^4=S^2-2x^2y^2$ and complete the square in $S$. The minimum now requires $xy=0$, hence $P=0$, and $S=a/b$. Exactly one tilt survives, with square $a/b$.

**Below the window, $r\le-b$.** Set $x=y=t$ and $P=-gt^2/k$. The energy is

$$
-at^2+\frac{b+r}{2}t^4\le-at^2 ,
$$

which falls without limit as $t$ grows. The fourth-order model then has no ground state.

## The Lean file

```lean
import Mathlib

namespace TiltInducedPolarization

noncomputable section

/-- Landau energy of two tilt amplitudes `x`, `y` and a polarization `P`
with the trilinear coupling `g x y P`. -/
def energy (a b c k g x y P : ℝ) : ℝ :=
  -a * (x ^ 2 + y ^ 2) / 2 + b * (x ^ 4 + y ^ 4) / 4 + c * x ^ 2 * y ^ 2 / 2
    + k * P ^ 2 / 2 + g * x * y * P

/-- The biquadratic tilt-tilt coupling renormalised by the polarization, `r = c - g² / k`. -/
def coupling (c k g : ℝ) : ℝ := c - g ^ 2 / k

/-- The state `(x, y, P)` is a global minimiser of the Landau energy. -/
def IsGroundState (a b c k g x y P : ℝ) : Prop :=
  ∀ x' y' P' : ℝ, energy a b c k g x y P ≤ energy a b c k g x' y' P'

/-- A square with positive stiffness costs no energy only if its argument vanishes. -/
lemma eq_zero_of_stiffness {m z : ℝ} (hm : 0 < m) (h : m * z ^ 2 = 0) : z = 0 := by
  rcases mul_eq_zero.mp h with h | h
  · exact absurd h hm.ne'
  · exact pow_eq_zero_iff two_ne_zero |>.mp h

/-- Completing the square in the polarization leaves a tilt energy with the
renormalised coupling. -/
theorem energy_eliminate (a b c k g x y P : ℝ) (hk : k ≠ 0) :
    energy a b c k g x y P =
      -a * (x ^ 2 + y ^ 2) / 2 + b * (x ^ 4 + y ^ 4) / 4
        + coupling c k g * x ^ 2 * y ^ 2 / 2 + k / 2 * (P + g * x * y / k) ^ 2 := by
  unfold energy coupling
  field_simp
  ring

/-- The Landau energy is a constant plus three weighted squares: the polarization mismatch, the
deviation of the total tilt intensity from `2 a / (b + r)`, and the tilt imbalance. -/
theorem energy_squares (a b c k g x y P : ℝ) (hk : k ≠ 0) (hp : b + coupling c k g ≠ 0) :
    energy a b c k g x y P =
      -a ^ 2 / (2 * (b + coupling c k g)) + k / 2 * (P + g * x * y / k) ^ 2
        + (b + coupling c k g) / 8 * (x ^ 2 + y ^ 2 - 2 * (a / (b + coupling c k g))) ^ 2
        + (b - coupling c k g) / 8 * (x ^ 2 - y ^ 2) ^ 2 := by
  rw [energy_eliminate a b c k g x y P hk]
  generalize coupling c k g = r at hp ⊢
  field_simp
  ring

/-- For `a, k > 0` and `-b < r < b` the ground states are exactly the states in which both tilts
have square `a / (b + r)` and the polarization is `-g x y / k`. -/
theorem isGroundState_iff {a b c k g x y P : ℝ} (ha : 0 < a) (hk : 0 < k)
    (h1 : -b < coupling c k g) (h2 : coupling c k g < b) :
    IsGroundState a b c k g x y P ↔
      x ^ 2 = a / (b + coupling c k g) ∧ y ^ 2 = a / (b + coupling c k g) ∧
        P = -(g * x * y / k) := by
  have hp : 0 < b + coupling c k g := by linarith
  have hm : 0 < b - coupling c k g := by linarith
  constructor
  · intro h
    have hs : 0 ≤ a / (b + coupling c k g) := (div_pos ha hp).le
    -- compare with an explicit state in which all three squares vanish
    obtain ⟨q, hq⟩ : ∃ q : ℝ, q ^ 2 = a / (b + coupling c k g) := ⟨_, Real.sq_sqrt hs⟩
    have h0 := h q q (-(g * q * q / k))
    have e0 : energy a b c k g q q (-(g * q * q / k))
        = -a ^ 2 / (2 * (b + coupling c k g)) := by
      rw [energy_squares a b c k g _ _ _ hk.ne' hp.ne', hq]
      ring
    rw [e0, energy_squares a b c k g x y P hk.ne' hp.ne'] at h0
    have t1 := mul_nonneg (half_pos hk).le (sq_nonneg (P + g * x * y / k))
    have t2 := mul_nonneg (show 0 ≤ (b + coupling c k g) / 8 by linarith)
      (sq_nonneg (x ^ 2 + y ^ 2 - 2 * (a / (b + coupling c k g))))
    have t3 := mul_nonneg (show 0 ≤ (b - coupling c k g) / 8 by linarith)
      (sq_nonneg (x ^ 2 - y ^ 2))
    have z1 := eq_zero_of_stiffness (half_pos hk) (le_antisymm (by linarith) t1)
    have z2 := eq_zero_of_stiffness (show 0 < (b + coupling c k g) / 8 by linarith)
      (le_antisymm (by linarith) t2)
    have z3 := eq_zero_of_stiffness (show 0 < (b - coupling c k g) / 8 by linarith)
      (le_antisymm (by linarith) t3)
    exact ⟨by linarith, by linarith, by linarith⟩
  · rintro ⟨hx, hy, hP⟩ x' y' P'
    have e0 : energy a b c k g x y P = -a ^ 2 / (2 * (b + coupling c k g)) := by
      rw [energy_squares a b c k g x y P hk.ne' hp.ne', hx, hy, hP]
      ring
    rw [e0, energy_squares a b c k g x' y' P' hk.ne' hp.ne']
    have t1 := mul_nonneg (half_pos hk).le (sq_nonneg (P' + g * x' * y' / k))
    have t2 := mul_nonneg (show 0 ≤ (b + coupling c k g) / 8 by linarith)
      (sq_nonneg (x' ^ 2 + y' ^ 2 - 2 * (a / (b + coupling c k g))))
    have t3 := mul_nonneg (show 0 ≤ (b - coupling c k g) / 8 by linarith)
      (sq_nonneg (x' ^ 2 - y' ^ 2))
    linarith

/-- For `a, k > 0` and `-b < r < b` the polarization of every ground state has magnitude `(|g| / k)
a / (b + r)`. -/
theorem abs_polarization {a b c k g x y P : ℝ} (ha : 0 < a) (hk : 0 < k)
    (h1 : -b < coupling c k g) (h2 : coupling c k g < b)
    (h : IsGroundState a b c k g x y P) :
    |P| = |g| / k * (a / (b + coupling c k g)) := by
  obtain ⟨hx, hy, hP⟩ := (isGroundState_iff ha hk h1 h2).mp h
  have hp : 0 < b + coupling c k g := by linarith
  have hsq : P ^ 2 = (g / k * (a / (b + coupling c k g))) ^ 2 := by
    calc P ^ 2 = (g / k) ^ 2 * (x ^ 2 * y ^ 2) := by rw [hP]; ring
      _ = (g / k * (a / (b + coupling c k g))) ^ 2 := by rw [hx, hy]; ring
  rw [(sq_eq_sq_iff_abs_eq_abs _ _).mp hsq, abs_mul, abs_div, abs_of_pos hk,
    abs_of_pos (div_pos ha hp)]

/-- Reversing the tilt `x` together with the polarization turns a ground state into a ground state.
-/
theorem IsGroundState.switch {a b c k g x y P : ℝ} (h : IsGroundState a b c k g x y P) :
    IsGroundState a b c k g (-x) y (-P) := by
  intro x' y' P'
  have e : energy a b c k g (-x) y (-P) = energy a b c k g x y P := by
    unfold energy
    ring
  rw [e]
  exact h x' y' P'

/-- For `a, k > 0` and `r > b > 0` the ground states are exactly the unpolarized states with a
single nonzero tilt, of square `a / b`. -/
theorem isGroundState_iff_single_tilt {a b c k g x y P : ℝ} (ha : 0 < a) (hb : 0 < b)
    (hk : 0 < k) (hr : b < coupling c k g) :
    IsGroundState a b c k g x y P ↔
      P = 0 ∧ ((x ^ 2 = a / b ∧ y = 0) ∨ (x = 0 ∧ y ^ 2 = a / b)) := by
  -- a different sum of squares, in which coexisting tilts are penalised
  have key : ∀ u v p : ℝ, energy a b c k g u v p =
      -a ^ 2 / (4 * b) + k / 2 * (p + g * u * v / k) ^ 2
        + b / 4 * (u ^ 2 + v ^ 2 - a / b) ^ 2
        + (coupling c k g - b) / 2 * (u * v) ^ 2 := by
    intro u v p
    rw [energy_eliminate a b c k g u v p hk.ne']
    generalize coupling c k g = r
    field_simp
    ring
  have hd : 0 < (coupling c k g - b) / 2 := by linarith
  have hb4 : 0 < b / 4 := by linarith
  constructor
  · intro h
    obtain ⟨q, hq⟩ : ∃ q : ℝ, q ^ 2 = a / b := ⟨_, Real.sq_sqrt (div_pos ha hb).le⟩
    have h0 := h q 0 0
    have e0 : energy a b c k g q 0 0 = -a ^ 2 / (4 * b) := by
      rw [key, hq]
      ring
    rw [e0, key x y P] at h0
    have t1 := mul_nonneg (half_pos hk).le (sq_nonneg (P + g * x * y / k))
    have t2 := mul_nonneg hb4.le (sq_nonneg (x ^ 2 + y ^ 2 - a / b))
    have t3 := mul_nonneg hd.le (sq_nonneg (x * y))
    have z1 := eq_zero_of_stiffness (half_pos hk) (le_antisymm (by linarith) t1)
    have z2 := eq_zero_of_stiffness hb4 (le_antisymm (by linarith) t2)
    have z3 := eq_zero_of_stiffness hd (le_antisymm (by linarith) t3)
    rw [mul_assoc, z3] at z1
    refine ⟨by simpa using z1, ?_⟩
    rcases mul_eq_zero.mp z3 with hx | hy
    · rw [hx] at z2
      exact Or.inr ⟨hx, by linarith⟩
    · rw [hy] at z2
      exact Or.inl ⟨by linarith, hy⟩
  · rintro ⟨hP, hxy⟩ x' y' P'
    have e0 : energy a b c k g x y P = -a ^ 2 / (4 * b) := by
      rcases hxy with ⟨hx, hy⟩ | ⟨hx, hy⟩
      · rw [key, hx, hy, hP]
        ring
      · rw [key, hy, hx, hP]
        ring
    rw [e0, key x' y' P']
    have t1 := mul_nonneg (half_pos hk).le (sq_nonneg (P' + g * x' * y' / k))
    have t2 := mul_nonneg hb4.le (sq_nonneg (x' ^ 2 + y' ^ 2 - a / b))
    have t3 := mul_nonneg hd.le (sq_nonneg (x' * y'))
    linarith

/-- For `a, k > 0` and `r ≤ -b` the Landau energy takes values below every real bound. -/
theorem energy_unbounded {a b c k g : ℝ} (ha : 0 < a) (hk : 0 < k)
    (hr : coupling c k g ≤ -b) (M : ℝ) :
    ∃ x y P : ℝ, energy a b c k g x y P < M := by
  have hu : 0 ≤ (|M| + 1) / a := by positivity
  obtain ⟨t, ht⟩ : ∃ t : ℝ, t ^ 2 = (|M| + 1) / a := ⟨_, Real.sq_sqrt hu⟩
  -- equal tilts, with the polarization relaxed
  refine ⟨t, t, -(g * t * t / k), ?_⟩
  have e : energy a b c k g t t (-(g * t * t / k))
      = -(a * t ^ 2) + (b + coupling c k g) / 2 * (t ^ 2) ^ 2 := by
    rw [energy_eliminate a b c k g _ _ _ hk.ne']
    ring
  have hat : a * t ^ 2 = |M| + 1 := by
    rw [ht]
    field_simp
  have hq : (b + coupling c k g) / 2 * (t ^ 2) ^ 2 ≤ 0 :=
    mul_nonpos_of_nonpos_of_nonneg (by linarith) (sq_nonneg _)
  rw [e, hat]
  linarith [neg_abs_le M]

end

end TiltInducedPolarization
```

```lean
#print axioms TiltInducedPolarization.abs_polarization
#print axioms TiltInducedPolarization.IsGroundState.switch
#print axioms TiltInducedPolarization.isGroundState_iff_single_tilt
#print axioms TiltInducedPolarization.energy_unbounded
```

```
'TiltInducedPolarization.abs_polarization' depends on axioms: [propext, Classical.choice, Quot.sound]
'TiltInducedPolarization.IsGroundState.switch' depends on axioms: [propext, Classical.choice, Quot.sound]
'TiltInducedPolarization.isGroundState_iff_single_tilt' depends on axioms: [propext, Classical.choice, Quot.sound]
'TiltInducedPolarization.energy_unbounded' depends on axioms: [propext, Classical.choice, Quot.sound]
```

## What the definitions and theorems say

All variables are real numbers. `energy a b c k g x y P` is the polynomial $E$, with the five parameters first and the three amplitudes last. `coupling c k g` is $r$. `IsGroundState a b c k g x y P` says that the energy at $(x,y,P)$ is no greater than at any other real triple $(x',y',P')$. This is global minimality, and it allows several ground states.

The main theorem is `isGroundState_iff`. Its hypotheses have direct physical meanings:

- `ha : 0 < a` says that the untilted structure is unstable towards each tilt.
- `hk : 0 < k` says that the polar mode is stable by itself, so any polarization in the ground state comes from the coupling.
- `h1` and `h2` together say $-b<r<b$. The lower bound keeps the quartic energy stable when both tilts grow together, and the upper bound makes coexistence cheaper than a single tilt. They also imply $b>0$, which is why the theorem does not assume it separately.

The conclusion is an equivalence. Its forward direction is the claim in the question. Its reverse direction says that every triple satisfying the three equations is a ground state, and since $a/(b+r)$ is positive such triples exist.

The other physical statements are separate theorems:

- `abs_polarization` gives the magnitude of $P$ under the same hypotheses.
- `IsGroundState.switch` states the reversal symmetry for arbitrary parameters. It relates two end states and contains no information about the barrier or the switching path between them.
- `isGroundState_iff_single_tilt` characterises the ground states for $r>b>0$.
- `energy_unbounded` produces, for every real `M`, a state with energy below `M` when $r\le-b$.

The boundary $r=b$ is not covered by the theorems that characterise the ground states; there the second decomposition suggests a whole circle $x^2+y^2=a/b$ of degenerate tilt states.

The model is a spatially uniform Landau energy truncated at fourth order in the tilts and second order in $P$. It leaves out the couplings $x^2P^2$ and $y^2P^2$, which symmetry allows, as well as strain, domain walls and fluctuations. Both tilts share the same $a$ and $b$, which is an idealisation when they are distortions not related by symmetry. The coefficients are given numbers, with no derivation from a microscopic Hamiltonian. If they are fitted to first-principles total energies, comparing $r$ with $\pm b$ shows which type of ground state, if any, the fit implies, within this restricted form of the energy.

## How the proof follows the algebra

`energy_eliminate` is the completion of the square in $P$. After the definitions are unfolded, `field_simp` clears the denominator $k$ and `ring` verifies the polynomial identity.

`energy_squares` is the three-square decomposition. It starts from `energy_eliminate` and then uses `generalize` to replace `coupling c k g` by a single variable `r`, because the rest of the identity does not depend on how $r$ was built. It needs only $k\neq0$ and $b+r\neq0$; the signs enter later. In the code, `-a ^ 2` means $-(a^2)$.

`eq_zero_of_stiffness` supplies the small physical step used repeatedly: if $m>0$ and $mz^2=0$, then $z=0$.

In the forward direction of `isGroundState_iff`, the proof picks a real `q` with $q^2=a/(b+r)$ and applies minimality to the trial state $(q,q,-gq^2/k)$. The equation `e0` evaluates the trial energy as $-a^2/(2(b+r))$. After the energy of the candidate state is rewritten with `energy_squares`, the inequality `h0` says that the sum of its three weighted squares is at most zero.

The facts `t1`, `t2` and `t3` say that each term is non-negative. Each term must therefore be zero, which is what `le_antisymm` combined with `linarith` establishes. The lemma on stiffness turns this into `z1`, `z2` and `z3`, the equations for $P$, $S$ and $D$. The final `linarith` calls solve these linear relations for $x^2$, $y^2$ and $P$.

The reverse direction substitutes the three equations into `energy_squares` to obtain the minimum value. It then expands the energy of an arbitrary competitor $(x',y',P')$, whose three squares can only raise it above that value.

For `abs_polarization`, the proof computes $P^2$ from the ground-state equations and recognises it as the square of $(g/k)\,a/(b+r)$. Equal squares have equal absolute values, and the positivity of $k$ and $a/(b+r)$ puts the answer in the stated form. `IsGroundState.switch` checks with `ring` that the reversed state has the same energy, after which it inherits minimality.

`isGroundState_iff_single_tilt` repeats the comparison argument with the second decomposition, called `key`, and the trial state $(q,0,0)$ with $q^2=a/b$. Here `z3` says $xy=0$. Inserting this into `z1` gives $P=0$, and a case split on which factor vanishes gives the two single-tilt alternatives.

Finally, `energy_unbounded` chooses `t` with $t^2=(|M|+1)/a$. The quadratic term then equals $-(|M|+1)$ and the quartic term is at most zero, so the energy lies below $M$.
